# The zero-field Ising partition function on a finite torus is the trace of a transfer-matrix power

A Monte Carlo run of the Ising model on a small periodic lattice produces averages that should be compared with exact numbers. Direct enumeration soon becomes impossible: a 10 × 10 torus has \(2^{100}\) spin configurations. Each row, however, interacts only with itself and its two neighbours, and a single row of 10 spins has just 1024 configurations. Can the full sum be organised row by row without error, including the bonds that close the torus?

## The trace identity

Take \(M\) rows of \(N\) spins, with \(N, M \ge 1\). The spin at position \(i\) of row \(m\) is \(\sigma_{m,i} = \pm 1\), the whole row is \(\sigma_m\), and both indices start at 0 and are cyclic. The real numbers \(K\) and \(L\) are the couplings along a row and between neighbouring rows, each an exchange energy divided by \(k_B T_{\mathrm{phys}}\), where \(T_{\mathrm{phys}}\) is the temperature; positive values are ferromagnetic. For rows \(s\) and \(t\), write

\[
R(s)=\sum_i s_i s_{i+1},\qquad I(s,t)=\sum_i s_i t_i .
\]

The partition function and the transfer matrix are

\[
Z_{N,M}(K,L)=\sum_\sigma \exp\Big(K\sum_m R(\sigma_m)+L\sum_m I(\sigma_m,\sigma_{m+1})\Big),
\]
\[
T_N(K,L)_{s,t}=\exp\big(K R(s)+L\, I(s,t)\big),
\]

and the identity is

\[
Z_{N,M}(K,L)=\operatorname{Tr}\,T_N(K,L)^M .
\]

## Exact reference values for small lattices

For a finite classical Ising torus with uniform couplings and no field, the identity replaces a sum over \(2^{NM}\) configurations by powers of a \(2^N\times 2^N\) matrix. Derivatives of \(\ln Z\) with respect to \(K\) and \(L\) then give the mean bond sums against which a sampler can be tested.

Two variants help in such a code. A symmetric matrix \(V\) gives the same traces, so a symmetric eigensolver applies. Rows and columns may also be exchanged, so the matrix can be built on the shorter side of the lattice.

The bond count has to agree at small sizes. Every site has one bond to the right and one to the next row. A side of length 1 therefore gives self-bonds, which contribute a constant, and a side of length 2 joins each pair of neighbours twice. If a code lists each such pair once, its partition function at a given coupling in that direction equals the formula here evaluated at half that coupling, and its mean bond sum in that direction is half of the one that the derivative gives there.

## From open paths to the torus

Let \(A\) be a real matrix indexed by a finite set of states, and let \(g(a,b)\) be any weight on the two ends of a path. For every \(n\ge 0\),

\[
\sum_{\sigma_0,\dots,\sigma_n}\Big(\prod_{m=0}^{n-1}A_{\sigma_m\sigma_{m+1}}\Big)g(\sigma_0,\sigma_n)=\sum_{a,b}(A^n)_{ab}\,g(a,b).
\]

For \(n=0\) both sides are \(\sum_a g(a,a)\). For the step from \(n\) to \(n+1\), fix the first state \(a\) and let \(c\) be the second. The first factor \(A_{ac}\) can be absorbed into the end weight of the remaining \(n\)-step path, which becomes \(A_{ac}\,g(a,b)\). The induction hypothesis gives

\[
\sum_{c,b}(A^n)_{cb}A_{ac}\,g(a,b)=\sum_b (A^{n+1})_{ab}\,g(a,b),
\]

and summing over \(a\) completes the step.

To close the path, set \(M=n+1\) and \(g(a,b)=A_{ba}\). The right side becomes \(\sum_{a,b}(A^n)_{ab}A_{ba}=\operatorname{Tr}A^M\), and the left side gains the factor that leads from the last state back to the first:

\[
\operatorname{Tr}A^M=\sum_{\sigma_0,\dots,\sigma_{M-1}}\ \prod_{m}A_{\sigma_m\sigma_{m+1}},\qquad \sigma_M=\sigma_0 .
\]

With \(A=T_N(K,L)\), the product of exponentials is the exponential of the sum,

\[
\prod_m T_{\sigma_m\sigma_{m+1}}=\exp\Big(K\sum_m R(\sigma_m)+L\sum_m I(\sigma_m,\sigma_{m+1})\Big),
\]

which is the Boltzmann weight. This proves the identity.

**Symmetric form.** Define

\[
V_{s,t}=\exp\Big(\tfrac K2\big(R(s)+R(t)\big)+L\,I(s,t)\Big).
\]

Around the torus \(\sum_m R(\sigma_{m+1})=\sum_m R(\sigma_m)\), so the two halves add up to the full row energy and \(Z=\operatorname{Tr}V^M\). Since \(I(s,t)=I(t,s)\), \(V\) is real symmetric. Write \(V=U\Lambda U^{\mathsf T}\) with \(U\) orthogonal and \(\Lambda\) the diagonal matrix of eigenvalues \(\lambda_j\). Then \(V^M=U\Lambda^M U^{\mathsf T}\), and cyclicity of the trace gives

\[
Z_{N,M}(K,L)=\sum_j\lambda_j^M .
\]

The eigenvalues may be negative. For \(N=1\) they are \(2e^K\cosh L\) and \(2e^K\sinh L\), so for \(L<0\) and odd \(M\) a code that computes the powers from \(\ln|\lambda_j|\) must carry the signs separately.

**Exchange of rows and columns.** Put \(\sigma'_{i,m}=\sigma_{m,i}\). Bonds within the old rows become bonds between neighbouring new rows, and vice versa. The sum over all configurations is unchanged, hence

\[
\operatorname{Tr}T_N(K,L)^M=\operatorname{Tr}T_M(L,K)^N .
\]

**The case \(M=0\).** Without the condition \(M\ge1\) the identity fails. A lattice with no rows has one empty configuration, of weight 1, whereas \(\operatorname{Tr}T^0=2^N\), which is 2 already for \(N=1\).

## The Lean file

```lean
import Mathlib

open Matrix

namespace IsingTorusTransfer

noncomputable section

/-- The real value `+1` or `-1` of an Ising spin. -/
def spin (s : ℤˣ) : ℝ := ((s : ℤ) : ℝ)

/-- The sum of `s_i s_(i+1)` over the bonds of a periodic row of `N` spins. -/
def rowBonds {N : ℕ} [NeZero N] (s : Fin N → ℤˣ) : ℝ :=
  ∑ i, spin (s i) * spin (s (i + 1))

/-- The sum of `s_i t_i` over the bonds joining two rows of `N` spins. -/
def interRowBonds {N : ℕ} (s t : Fin N → ℤˣ) : ℝ :=
  ∑ i, spin (s i) * spin (t i)

/-- The zero-field Ising partition function of a torus of `M` rows with `N` spins each,
with coupling `K` along the rows and `L` between neighbouring rows. -/
def partitionFunction (N M : ℕ) [NeZero N] [NeZero M] (K L : ℝ) : ℝ :=
  ∑ σ : Fin M → Fin N → ℤˣ,
    Real.exp (K * ∑ m, rowBonds (σ m) + L * ∑ m, interRowBonds (σ m) (σ (m + 1)))

/-- The row-to-row transfer matrix, indexed by the configurations of a row. -/
def transferMatrix (N : ℕ) [NeZero N] (K L : ℝ) :
    Matrix (Fin N → ℤˣ) (Fin N → ℤˣ) ℝ :=
  Matrix.of fun s t => Real.exp (K * rowBonds s + L * interRowBonds s t)

/-- The transfer matrix in which the energy of each row is shared equally between
the two steps that touch it. -/
def symmetricTransferMatrix (N : ℕ) [NeZero N] (K L : ℝ) :
    Matrix (Fin N → ℤˣ) (Fin N → ℤˣ) ℝ :=
  Matrix.of fun s t =>
    Real.exp (K / 2 * (rowBonds s + rowBonds t) + L * interRowBonds s t)

/-- A sum over sequences of `n + 1` states is a sum over the first state and the rest. -/
lemma sum_first_state {α : Type*} [Fintype α] (n : ℕ) (F : (Fin (n + 1) → α) → ℝ) :
    ∑ σ, F σ = ∑ a, ∑ τ : Fin n → α, F (Fin.cons a τ : Fin (n + 1) → α) := by
  classical
  rw [← (Fin.consEquiv (fun _ : Fin (n + 1) => α)).sum_comp F, Fintype.sum_prod_type]
  rfl

/-- Summing products of matrix entries over open paths of `n` steps, with a weight `g` on the two
end states, gives the sum of the entries of the `n`-th power, each weighted by `g`. -/
theorem sum_open_paths {α : Type*} [Fintype α] [DecidableEq α] (A : Matrix α α ℝ)
    (n : ℕ) (g : α → α → ℝ) :
    ∑ σ : Fin (n + 1) → α,
      (∏ m : Fin n, A (σ m.castSucc) (σ m.succ)) * g (σ 0) (σ (Fin.last n))
      = ∑ a, ∑ b, (A ^ n) a b * g a b := by
  induction n generalizing g with
  | zero =>
    rw [sum_first_state]
    simp [Matrix.one_apply]
  | succ n ih =>
    rw [sum_first_state]
    refine Finset.sum_congr rfl fun a _ => ?_
    -- split off the first step and absorb it into the weight of the remaining path
    calc _ = ∑ τ : Fin (n + 1) → α, (∏ m : Fin n, A (τ m.castSucc) (τ m.succ)) *
          (A a (τ 0) * g a (τ (Fin.last n))) := by
          refine Finset.sum_congr rfl fun τ _ => ?_
          rw [Fin.prod_univ_succ]
          simp only [Fin.castSucc_zero, ← Fin.succ_castSucc, ← Fin.succ_last,
            Fin.cons_zero, Fin.cons_succ]
          ring
      _ = ∑ c, ∑ b, (A ^ n) c b * (A a c * g a b) := ih (fun c b => A a c * g a b)
      _ = ∑ b, (A ^ (n + 1)) a b * g a b := by
          rw [Finset.sum_comm]
          refine Finset.sum_congr rfl fun b _ => ?_
          rw [pow_succ', Matrix.mul_apply, Finset.sum_mul]
          refine Finset.sum_congr rfl fun c _ => ?_
          ring

/-- The trace of the `M`-th power of a matrix is the sum over closed paths of `M` steps
of the product of the matrix entries along the path. -/
theorem trace_pow_eq_sum_closed_paths {α : Type*} [Fintype α] [DecidableEq α]
    (A : Matrix α α ℝ) (M : ℕ) [NeZero M] :
    (A ^ M).trace = ∑ σ : Fin M → α, ∏ m, A (σ m) (σ (m + 1)) := by
  obtain ⟨n, rfl⟩ : ∃ n, M = n + 1 := Nat.exists_eq_succ_of_ne_zero (NeZero.ne M)
  calc (A ^ (n + 1)).trace = ∑ a, ∑ b, (A ^ n) a b * A b a := by
        simp only [Matrix.trace, Matrix.diag_apply, pow_succ, Matrix.mul_apply]
    _ = _ := (sum_open_paths A n (fun a b => A b a)).symm
    _ = _ := by
        -- the last step closes the path
        refine Finset.sum_congr rfl fun σ _ => ?_
        rw [Fin.prod_univ_castSucc]
        simp only [Fin.coeSucc_eq_succ, Fin.last_add_one]

/-- The Ising partition function of the `N × M` torus is the trace of the `M`-th power
of the row-to-row transfer matrix. -/
theorem partitionFunction_eq_trace (N M : ℕ) [NeZero N] [NeZero M] (K L : ℝ) :
    partitionFunction N M K L = (transferMatrix N K L ^ M).trace := by
  rw [trace_pow_eq_sum_closed_paths, partitionFunction]
  refine Finset.sum_congr rfl fun σ _ => ?_
  simp only [transferMatrix, Matrix.of_apply]
  rw [← Real.exp_sum, Finset.sum_add_distrib, ← Finset.mul_sum, ← Finset.mul_sum]

/-- The symmetric transfer matrix gives the same partition function. -/
theorem partitionFunction_eq_trace_symmetric (N M : ℕ) [NeZero N] [NeZero M] (K L : ℝ) :
    partitionFunction N M K L = (symmetricTransferMatrix N K L ^ M).trace := by
  rw [trace_pow_eq_sum_closed_paths, partitionFunction]
  refine Finset.sum_congr rfl fun σ _ => ?_
  -- going once around the torus, each row is met twice with half its energy
  have hshift : ∑ m, rowBonds (σ (m + 1)) = ∑ m, rowBonds (σ m) :=
    Equiv.sum_comp (Equiv.addRight (1 : Fin M)) (fun m => rowBonds (σ m))
  simp only [symmetricTransferMatrix, Matrix.of_apply]
  rw [← Real.exp_sum, Finset.sum_add_distrib, ← Finset.mul_sum, ← Finset.mul_sum,
    Finset.sum_add_distrib, hshift]
  congr 1
  ring

/-- The symmetric transfer matrix is Hermitian. -/
theorem symmetricTransferMatrix_isHermitian (N : ℕ) [NeZero N] (K L : ℝ) :
    (symmetricTransferMatrix N K L).IsHermitian := by
  refine Matrix.IsHermitian.ext fun s t => ?_
  have hcomm : interRowBonds t s = interRowBonds s t :=
    Finset.sum_congr rfl fun i _ => mul_comm _ _
  simp only [symmetricTransferMatrix, Matrix.of_apply, star_trivial]
  rw [hcomm, add_comm (rowBonds t)]

/-- The trace of a power of a real Hermitian matrix is the sum of the powers of its
eigenvalues. -/
lemma trace_pow_eq_sum_eigenvalues {α : Type*} [Fintype α] [DecidableEq α]
    {A : Matrix α α ℝ} (h : A.IsHermitian) (k : ℕ) :
    (A ^ k).trace = ∑ j, h.eigenvalues j ^ k := by
  obtain ⟨U, hU, hA⟩ : ∃ U : Matrix α α ℝ, star U * U = 1 ∧
      A = U * Matrix.diagonal h.eigenvalues * star U := by
    refine ⟨h.eigenvectorUnitary, Matrix.mem_unitaryGroup_iff'.1 h.eigenvectorUnitary.2, ?_⟩
    have hs := h.spectral_theorem
    rw [Unitary.conjStarAlgAut_apply] at hs
    exact hs
  have hp : A ^ k = U * Matrix.diagonal h.eigenvalues ^ k * star U := by
    induction k with
    | zero => simp [mul_eq_one_comm.1 hU]
    | succ k ih =>
      calc A ^ (k + 1) = A ^ k * A := pow_succ A k
        _ = (U * Matrix.diagonal h.eigenvalues ^ k * star U) *
            (U * Matrix.diagonal h.eigenvalues * star U) := congrArg₂ (· * ·) ih hA
        _ = U * Matrix.diagonal h.eigenvalues ^ k * (star U * U) *
            Matrix.diagonal h.eigenvalues * star U := by simp only [mul_assoc]
        _ = _ := by rw [hU, mul_one, pow_succ]; simp only [mul_assoc]
  rw [hp, Matrix.trace_mul_cycle, hU, one_mul, Matrix.diagonal_pow, Matrix.trace_diagonal]
  rfl

/-- The partition function of the torus is the sum of the `M`-th powers of the
eigenvalues of the symmetric transfer matrix. -/
theorem partitionFunction_eq_sum_eigenvalues (N M : ℕ) [NeZero N] [NeZero M] (K L : ℝ) :
    partitionFunction N M K L =
      ∑ j, (symmetricTransferMatrix_isHermitian N K L).eigenvalues j ^ M := by
  rw [partitionFunction_eq_trace_symmetric, trace_pow_eq_sum_eigenvalues]

/-- Transfer along the columns and transfer along the rows give the same trace, once the
two lengths and the two couplings are exchanged. -/
theorem trace_row_column_exchange (N M : ℕ) [NeZero N] [NeZero M] (K L : ℝ) :
    (transferMatrix N K L ^ M).trace = (transferMatrix M L K ^ N).trace := by
  rw [← partitionFunction_eq_trace, ← partitionFunction_eq_trace]
  -- transpose every configuration of the torus
  refine Fintype.sum_equiv (Equiv.piComm fun _ _ => ℤˣ) _ _ fun σ => ?_
  have h1 : ∑ m, rowBonds (σ m) =
      ∑ i, interRowBonds (fun m => σ m i) (fun m => σ m (i + 1)) := Finset.sum_comm
  have h2 : ∑ m, interRowBonds (σ m) (σ (m + 1)) =
      ∑ i, rowBonds (fun m => σ m i) := Finset.sum_comm
  rw [h1, h2, add_comm]
  rfl

end

end IsingTorusTransfer
```

```lean
#print axioms IsingTorusTransfer.partitionFunction_eq_trace
#print axioms IsingTorusTransfer.partitionFunction_eq_sum_eigenvalues
#print axioms IsingTorusTransfer.trace_row_column_exchange
```

```
'IsingTorusTransfer.partitionFunction_eq_trace' depends on axioms: [propext, Classical.choice, Quot.sound]
'IsingTorusTransfer.partitionFunction_eq_sum_eigenvalues' depends on axioms: [propext, Classical.choice, Quot.sound]
'IsingTorusTransfer.trace_row_column_exchange' depends on axioms: [propext, Classical.choice, Quot.sound]
```

## How the definitions and proofs match the physics

A spin is an element of `ℤˣ`, the units of the integers, which are exactly \(1\) and \(-1\); `spin` turns it into a real number. A row has type `Fin N → ℤˣ`, and a torus configuration has type `Fin M → Fin N → ℤˣ`, so `σ m i` is \(\sigma_{m,i}\). Addition in `Fin N` and `Fin M` is cyclic, which builds in the periodic boundaries. The hypotheses `[NeZero N]` and `[NeZero M]` say that both lengths are at least 1.

The functions `rowBonds` and `interRowBonds` are \(R\) and \(I\). `partitionFunction` is the plain sum of Boltzmann weights and contains no matrix, so the trace formula in `partitionFunction_eq_trace` is proved and not built into the definition. It holds for all real `K` and `L`, of either sign.

The proof follows the derivation above. `sum_first_state` separates the first state of a path from the rest. `sum_open_paths` is the induction; `generalizing g` keeps the end weight arbitrary, as needed when the first factor is absorbed into it. In `trace_pow_eq_sum_closed_paths`, `Fin.prod_univ_castSucc` splits off the last factor of the cyclic product, and `Fin.last_add_one` identifies the position after the last one on the path with the first. The main theorem then needs only `Real.exp_sum` and the rearrangement of the exponent.

For \(V\), the step `hshift` is the cyclic shift of the row energies. `symmetricTransferMatrix_isHermitian` states the symmetry, since Hermitian means symmetric for a real matrix. `trace_pow_eq_sum_eigenvalues` uses the spectral theorem, cancels the inner factors \(U^{\mathsf T}U\) in each power, and removes the outer ones by `Matrix.trace_mul_cycle`. The result is `partitionFunction_eq_sum_eigenvalues`, where each eigenvalue is counted with its multiplicity. In `trace_row_column_exchange`, `Equiv.piComm` transposes the configuration, and `h1` and `h2` exchange the order of the two site sums.

## Exact real numbers and floating-point codes

The theorems concern exact real arithmetic on a finite lattice. They put no bound on rounding errors, and they do not address overflow, which a code can meet at large \(M\) unless it rescales the matrix or works with logarithms. A program also has to implement the same bonds and the same matrix entries before the identity applies to its output.

The model has uniform couplings, nearest-neighbour bonds and no magnetic field. The eigenvalues appear in the formula for \(Z\) but are not computed for general \(N\), and nothing is stated about the limit of an infinite lattice or about the phase transition, so this is the starting point of Onsager's solution and not the solution itself.
